# A dressed propagator removes the 1/(iω) pole from the second-order self-energy of the half-filled Hubbard atom

Take one spin-symmetric orbital at half filling, with interaction U, inverse temperature β > 0 and Matsubara frequencies ωₙ = (2n+1)π/β, where n is any integer. Energies are measured from the chemical potential, with ħ = k_B = 1. The constant Hartree shift U/2 is absorbed into the orbital energy, which is then zero at half filling, and is left out of Σ throughout. The bare propagator is the constant G(τ) = −1/2 between τ = 0 and τ = β. Writing ω for ωₙ, the second-order self-energy is

Σ(iω) = U² ∫₀^β exp(iωτ) G(τ)² G(β−τ) dτ = −(U²/8) ∫₀^β exp(iωτ) dτ = U²/(4iω),

because exp(iωβ) = −1. If a hyperbolic cosine with a real parameter b replaces the constant, the integral becomes

∫₀^β exp(iωτ) cosh(b(τ−β/2)) dτ = 2iω cosh(bβ/2)/(ω² + b²).

For b = 0 this is 2i/ω. For b ≠ 0 its denominator stays at or above b², and the factor ω in the numerator survives. That is how the pole disappears.

## The closed form and a temperature-independent bound

Let the propagator have poles at ±a, with c = cosh(aβ/2):

G(τ) = −cosh(a(τ−β/2))/(2c).

The energy a is half the gap between electron removal and addition. It is U/2 for the interacting atom and 0 for the bare one. Then

Σ(iω) = −U² (iω/(16c³)) [cosh(3aβ/2)/(ω² + 9a²) + 3c/(ω² + a²)],

and for a ≠ 0

|Σ(iω)| ≤ 7U²|ω|/(36a²).

At fixed n, Σ(iωₙ) therefore tends to 0 as β → ∞. With a = U/2 and U ≠ 0 the bound is 7|ω|/9, whereas the exact atomic self-energy has modulus U²/(4|ω|).

## Which propagator enters the diagram

Iterated perturbation theory for DMFT at half filling evaluates this diagram with the Weiss propagator. For an isolated atom that is the bare case, and the result is the exact self-energy. A self-consistent second-order code inserts the interacting propagator instead; for the isolated atom, a single evaluation with the exact two-pole G loses the pole responsible for the Mott gap.

The closed form also supplies reference values for an imaginary-time Fourier transform. At low temperature, replace cosh(3aβ/2)/c³ by 4 − 3/c² and 3c/c³ by 3/c², so that no large numerator is divided by a large denominator.

## From one hyperbolic cosine to the self-energy

An antiderivative of exp(iωτ) cosh(b(τ−β/2)) is

F(τ) = exp(iωτ) [b sinh(b(τ−β/2)) − iω cosh(b(τ−β/2))]/(ω² + b²).

On differentiation the sinh terms cancel and the cosh terms add up to ω² + b². Since exp(iωβ) = −1, the sinh terms also cancel in F(β) − F(0), which leaves 2iω cosh(bβ/2)/(ω² + b²).

For the cube, use cosh³y = (cosh 3y + 3 cosh y)/4:

(cosh(a(τ−β/2))/(2c))³ = [cosh(3a(τ−β/2)) + 3 cosh(a(τ−β/2))]/(32c³).

Applying the transform with b = 3a and b = a gives

(iω/(16c³)) [cosh(3aβ/2)/(ω² + 9a²) + 3c/(ω² + a²)].

Because G(β−τ) = G(τ), the self-energy is −U² times this expression. Setting a = 0 gives −U² (iω/16)(4/ω²) = U²/(4iω).

For the bound, drop ω² from the denominators and insert cosh(3aβ/2) = 4c³ − 3c. The bracket is at most

(4c³ + 24c)/(9a²) ≤ 28c³/(9a²),

since c ≥ 1. Division by 16c³ gives 7/(36a²).

Finally, the transform of G itself is G(iω) = −iω/(ω² + a²), so Dyson's equation gives

iω − 1/G(iω) = a²/(iω),

which is U²/(4iω) when a = U/2.

## The Lean file

```lean
import Mathlib

open Complex (I)
open Filter Topology

namespace DressedAtomSelfEnergy

noncomputable section

/-- The fermionic Matsubara frequency `(2n+1)π/β`, for inverse temperature `β ≠ 0`. -/
def matsubara (β : ℝ) (n : ℤ) : ℝ := (2 * n + 1) * Real.pi / β

/-- The half-filled imaginary-time propagator with poles at `a` and `-a`, for `0 ≤ τ ≤ β`.
The Hubbard atom has `a = U/2`, the bare atom `a = 0`. -/
def propagator (a β τ : ℝ) : ℝ :=
  -(Real.cosh (a * (τ - β / 2)) / (2 * Real.cosh (a * β / 2)))

/-- The second-order self-energy at the `n`-th Matsubara frequency: the transform of
`U² G(τ)² G(β - τ)`, for `β > 0`. -/
def selfEnergy (U a β : ℝ) (n : ℤ) : ℂ :=
  ∫ τ in (0 : ℝ)..β, Complex.exp (I * matsubara β n * τ) *
    ((U ^ 2 * propagator a β τ ^ 2 * propagator a β (β - τ) : ℝ) : ℂ)

/-- At finite temperature no fermionic Matsubara frequency vanishes. -/
theorem matsubara_ne_zero {β : ℝ} (hβ : 0 < β) (n : ℤ) : matsubara β n ≠ 0 := by
  have h : (2 * (n : ℝ) + 1) ≠ 0 := by
    exact_mod_cast (by omega : 2 * n + 1 ≠ 0)
  exact div_ne_zero (mul_ne_zero h Real.pi_ne_zero) hβ.ne'

/-- For `β > 0` a fermionic Matsubara phase equals `-1` at imaginary time `β`. -/
theorem exp_matsubara {β : ℝ} (hβ : 0 < β) (n : ℤ) :
    Complex.exp (I * matsubara β n * β) = -1 := by
  have hb : (β : ℂ) ≠ 0 := by exact_mod_cast hβ.ne'
  have h : (matsubara β n : ℂ) * β = (2 * n + 1) * Real.pi := by
    unfold matsubara
    push_cast
    exact div_mul_cancel₀ _ hb
  have h2 : I * (matsubara β n : ℂ) * β = Real.pi * I + n * (2 * Real.pi * I) := by
    linear_combination I * h
  rw [h2, Complex.exp_add, Complex.exp_pi_mul_I, Complex.exp_int_mul_two_pi_mul_I, mul_one]

/-- A phase times a hyperbolic cosine centred at `β/2` is continuous in imaginary time. -/
theorem continuous_phase_cosh (w b β : ℝ) :
    Continuous fun τ : ℝ =>
      Complex.exp (I * w * τ) * (Real.cosh (b * (τ - β / 2)) : ℂ) :=
  (Complex.continuous_exp.comp (continuous_const.mul Complex.continuous_ofReal)).mul
    (Complex.continuous_ofReal.comp (Real.continuous_cosh.comp
      (continuous_const.mul (continuous_id.sub continuous_const))))

/-- For `β > 0`, the Matsubara transform of `cosh(b(τ - β/2))` is
`2iω cosh(bβ/2)/(ω² + b²)`. -/
theorem cosh_transform {β : ℝ} (hβ : 0 < β) (b : ℝ) (n : ℤ) :
    ∫ τ in (0 : ℝ)..β, Complex.exp (I * matsubara β n * τ) *
        (Real.cosh (b * (τ - β / 2)) : ℂ)
      = 2 * I * matsubara β n * (Real.cosh (b * β / 2) : ℂ)
          / ((matsubara β n : ℂ) ^ 2 + (b : ℂ) ^ 2) := by
  have hphase := exp_matsubara hβ n
  have hw := matsubara_ne_zero hβ n
  generalize matsubara β n = w at hphase hw ⊢
  have hD : (w : ℂ) ^ 2 + (b : ℂ) ^ 2 ≠ 0 := by
    have : w ^ 2 + b ^ 2 ≠ 0 := by positivity
    exact_mod_cast this
  -- an explicit antiderivative
  have key : ∀ τ : ℝ, HasDerivAt (fun t : ℝ => Complex.exp (I * w * t) *
      ((b : ℂ) * (Real.sinh (b * (t - β / 2)) : ℂ)
        - I * w * (Real.cosh (b * (t - β / 2)) : ℂ)) / ((w : ℂ) ^ 2 + (b : ℂ) ^ 2))
      (Complex.exp (I * w * τ) * (Real.cosh (b * (τ - β / 2)) : ℂ)) τ := by
    intro τ
    have h1 : HasDerivAt (fun t : ℝ => Complex.exp (I * w * t))
        (Complex.exp (I * w * τ) * (I * w)) τ :=
      (((hasDerivAt_id (τ : ℂ)).const_mul (I * (w : ℂ))).cexp.comp_ofReal).congr_deriv
        (by simp)
    have hs : HasDerivAt (fun t : ℝ => b * (t - β / 2)) b τ :=
      (((hasDerivAt_id τ).sub_const (β / 2)).const_mul b).congr_deriv (mul_one b)
    refine ((h1.fun_mul ((hs.sinh.ofReal_comp.const_mul (b : ℂ)).fun_sub
      (hs.cosh.ofReal_comp.const_mul (I * (w : ℂ))))).div_const _).congr_deriv ?_
    rw [div_eq_iff hD]
    simp only [Complex.ofReal_mul]
    linear_combination (-(Complex.exp (I * w * τ) *
      (Real.cosh (b * (τ - β / 2)) : ℂ) * (w : ℂ) ^ 2)) * Complex.I_sq
  have e1 : b * (β - β / 2) = b * β / 2 := by ring
  have e2 : b * (0 - β / 2) = -(b * β / 2) := by ring
  rw [intervalIntegral.integral_eq_sub_of_hasDerivAt (fun τ _ => key τ)
    ((continuous_phase_cosh w b β).intervalIntegrable _ _)]
  -- the phase is `-1` at `β`, so the cosh boundary terms add and the sinh terms cancel
  simp only [hphase, e1, e2, Real.cosh_neg, Real.sinh_neg, Complex.ofReal_neg,
    Complex.ofReal_zero, mul_zero, Complex.exp_zero]
  ring

/-- The Matsubara transform of the cubed propagator profile, for `β > 0` and any real `a`:
a sum of terms with poles at `±3a` and `±a`. -/
theorem cubed_transform {β : ℝ} (hβ : 0 < β) (a : ℝ) (n : ℤ) :
    ∫ τ in (0 : ℝ)..β, Complex.exp (I * matsubara β n * τ) *
        (((Real.cosh (a * (τ - β / 2)) / (2 * Real.cosh (a * β / 2))) ^ 3 : ℝ) : ℂ)
      = I * matsubara β n / (16 * (Real.cosh (a * β / 2) : ℂ) ^ 3) *
        ((Real.cosh (3 * a * β / 2) : ℂ) / ((matsubara β n : ℂ) ^ 2 + 9 * (a : ℂ) ^ 2)
          + 3 * (Real.cosh (a * β / 2) : ℂ) / ((matsubara β n : ℂ) ^ 2 + (a : ℂ) ^ 2)) := by
  -- triple-angle formula under the integral
  have hp : ∀ τ : ℝ, Complex.exp (I * matsubara β n * τ) *
      (((Real.cosh (a * (τ - β / 2)) / (2 * Real.cosh (a * β / 2))) ^ 3 : ℝ) : ℂ)
      = 1 / (32 * (Real.cosh (a * β / 2) : ℂ) ^ 3) *
        (Complex.exp (I * matsubara β n * τ) * (Real.cosh (3 * a * (τ - β / 2)) : ℂ)
        + 3 * (Complex.exp (I * matsubara β n * τ) *
          (Real.cosh (a * (τ - β / 2)) : ℂ))) := by
    intro τ
    rw [show 3 * a * (τ - β / 2) = 3 * (a * (τ - β / 2)) by ring, Real.cosh_three_mul]
    simp only [Complex.ofReal_pow, Complex.ofReal_div, Complex.ofReal_mul,
      Complex.ofReal_sub, Complex.ofReal_ofNat]
    ring
  have h1 := (continuous_phase_cosh (matsubara β n) (3 * a) β).intervalIntegrable
    (μ := MeasureTheory.volume) 0 β
  have h2 := ((continuous_phase_cosh (matsubara β n) a β).intervalIntegrable
    (μ := MeasureTheory.volume) 0 β).const_mul 3
  simp only [hp]
  rw [intervalIntegral.integral_const_mul, intervalIntegral.integral_add h1 h2,
    intervalIntegral.integral_const_mul, cosh_transform hβ, cosh_transform hβ,
    show ((3 * a : ℝ) : ℂ) ^ 2 = 9 * (a : ℂ) ^ 2 by push_cast; ring]
  ring

/-- Dyson's equation for the propagator with poles at `±a`, for `β > 0`:
`iω - 1/G(iω) = a²/(iω)`. -/
theorem dyson_selfEnergy {β : ℝ} (hβ : 0 < β) (a : ℝ) (n : ℤ) :
    I * matsubara β n - (∫ τ in (0 : ℝ)..β,
        Complex.exp (I * matsubara β n * τ) * (propagator a β τ : ℂ))⁻¹
      = (a : ℂ) ^ 2 / (I * matsubara β n) := by
  have hC : (Real.cosh (a * β / 2) : ℂ) ≠ 0 := by
    exact_mod_cast (Real.cosh_pos (a * β / 2)).ne'
  have hw : (matsubara β n : ℂ) ≠ 0 := by exact_mod_cast matsubara_ne_zero hβ n
  have hIw : I * (matsubara β n : ℂ) ≠ 0 := mul_ne_zero Complex.I_ne_zero hw
  have hp : ∀ τ : ℝ, Complex.exp (I * matsubara β n * τ) * (propagator a β τ : ℂ)
      = -(1 / (2 * (Real.cosh (a * β / 2) : ℂ))) *
        (Complex.exp (I * matsubara β n * τ) * (Real.cosh (a * (τ - β / 2)) : ℂ)) := by
    intro τ
    simp only [propagator, Complex.ofReal_neg, Complex.ofReal_div, Complex.ofReal_mul,
      Complex.ofReal_ofNat]
    ring
  have hG : ∫ τ in (0 : ℝ)..β,
      Complex.exp (I * matsubara β n * τ) * (propagator a β τ : ℂ)
      = -(I * matsubara β n) / ((matsubara β n : ℂ) ^ 2 + (a : ℂ) ^ 2) := by
    simp only [hp]
    rw [intervalIntegral.integral_const_mul, cosh_transform hβ]
    have hx := mul_inv_cancel₀ hC
    linear_combination (-(I * matsubara β n) /
      ((matsubara β n : ℂ) ^ 2 + (a : ℂ) ^ 2)) * hx
  rw [hG, inv_div, div_neg, sub_neg_eq_add, eq_div_iff hIw, add_mul, div_mul_cancel₀ _ hIw]
  linear_combination (matsubara β n : ℂ) ^ 2 * Complex.I_sq

/-- The second-order self-energy in closed form, for `β > 0` and any real `a`. -/
theorem selfEnergy_eq {β : ℝ} (hβ : 0 < β) (U a : ℝ) (n : ℤ) :
    selfEnergy U a β n = -(U : ℂ) ^ 2 *
      (I * matsubara β n / (16 * (Real.cosh (a * β / 2) : ℂ) ^ 3) *
        ((Real.cosh (3 * a * β / 2) : ℂ) / ((matsubara β n : ℂ) ^ 2 + 9 * (a : ℂ) ^ 2)
          + 3 * (Real.cosh (a * β / 2) : ℂ) /
            ((matsubara β n : ℂ) ^ 2 + (a : ℂ) ^ 2))) := by
  -- particle-hole symmetry makes the integrand a cube
  have hr : ∀ τ : ℝ, U ^ 2 * propagator a β τ ^ 2 * propagator a β (β - τ)
      = -U ^ 2 * (Real.cosh (a * (τ - β / 2)) / (2 * Real.cosh (a * β / 2))) ^ 3 := by
    intro τ
    have h : Real.cosh (a * (β - τ - β / 2)) = Real.cosh (a * (τ - β / 2)) := by
      rw [show a * (β - τ - β / 2) = -(a * (τ - β / 2)) by ring, Real.cosh_neg]
    unfold propagator
    rw [h]
    ring
  rw [← cubed_transform hβ, ← intervalIntegral.integral_const_mul]
  unfold selfEnergy
  refine intervalIntegral.integral_congr fun τ _ => ?_
  simp only [hr]
  push_cast
  ring

/-- With the bare atomic propagator (`a = 0`) and `β > 0`, the second-order self-energy is
the pole `U²/(4iω)`. -/
theorem selfEnergy_bare {β : ℝ} (hβ : 0 < β) (U : ℝ) (n : ℤ) :
    selfEnergy U 0 β n = (U : ℂ) ^ 2 / (4 * (I * matsubara β n)) := by
  have hw : (matsubara β n : ℂ) ≠ 0 := by exact_mod_cast matsubara_ne_zero hβ n
  have hx := mul_inv_cancel₀ hw
  rw [selfEnergy_eq hβ, eq_div_iff
    (mul_ne_zero (by norm_num : (4 : ℂ) ≠ 0) (mul_ne_zero Complex.I_ne_zero hw))]
  simp only [mul_zero, zero_mul, zero_div, Real.cosh_zero, Complex.ofReal_one,
    Complex.ofReal_zero, ne_eq, OfNat.ofNat_ne_zero, not_false_eq_true, zero_pow,
    add_zero, one_pow, mul_one]
  linear_combination
    (-(U : ℂ) ^ 2 * ((matsubara β n : ℂ) * (matsubara β n : ℂ)⁻¹) ^ 2) * Complex.I_sq
    + (U : ℂ) ^ 2 * ((matsubara β n : ℂ) * (matsubara β n : ℂ)⁻¹ + 1) * hx

/-- With a dressed propagator (`a ≠ 0`) and `β > 0`, the second-order self-energy is at most
linear in the frequency, with a constant independent of temperature. -/
theorem selfEnergy_dressed_bound {β a : ℝ} (hβ : 0 < β) (ha : a ≠ 0) (U : ℝ) (n : ℤ) :
    ‖selfEnergy U a β n‖ ≤ 7 * U ^ 2 / (36 * a ^ 2) * |matsubara β n| := by
  have h : selfEnergy U a β n = I * ((-(U ^ 2 * (matsubara β n *
      ((Real.cosh (3 * a * β / 2) / (matsubara β n ^ 2 + 9 * a ^ 2)
        + 3 * Real.cosh (a * β / 2) / (matsubara β n ^ 2 + a ^ 2))
        / (16 * Real.cosh (a * β / 2) ^ 3)))) : ℝ) : ℂ) := by
    rw [selfEnergy_eq hβ]
    push_cast
    ring
  have h3 : Real.cosh (3 * a * β / 2)
      = 4 * Real.cosh (a * β / 2) ^ 3 - 3 * Real.cosh (a * β / 2) := by
    rw [← Real.cosh_three_mul]
    congr 1
    ring
  have hT := Real.cosh_pos (3 * a * β / 2)
  have hC := Real.one_le_cosh (a * β / 2)
  rw [h]
  generalize Real.cosh (3 * a * β / 2) = T at h3 hT ⊢
  generalize Real.cosh (a * β / 2) = C at h3 hC ⊢
  generalize matsubara β n = w
  have hC0 : 0 < C := by linarith
  have ha2 : 0 < a ^ 2 := by positivity
  have hC3 : C ≤ C ^ 3 := by
    nlinarith [mul_nonneg (mul_nonneg hC0.le (sub_nonneg.2 hC)) (by linarith : 0 ≤ C + 1)]
  have hq0 : 0 ≤ (T / (w ^ 2 + 9 * a ^ 2) + 3 * C / (w ^ 2 + a ^ 2)) / (16 * C ^ 3) := by
    positivity
  -- drop the frequency in the denominators, then use `cosh ≥ 1`
  have hq : (T / (w ^ 2 + 9 * a ^ 2) + 3 * C / (w ^ 2 + a ^ 2)) / (16 * C ^ 3)
      ≤ 7 / (36 * a ^ 2) := by
    rw [div_le_iff₀ (by positivity)]
    calc T / (w ^ 2 + 9 * a ^ 2) + 3 * C / (w ^ 2 + a ^ 2)
        ≤ T / (9 * a ^ 2) + 3 * C / a ^ 2 :=
          add_le_add
            (div_le_div_of_nonneg_left hT.le (by positivity) (by nlinarith [sq_nonneg w]))
            (div_le_div_of_nonneg_left (by positivity) ha2 (by nlinarith [sq_nonneg w]))
      _ = (4 * C ^ 3 + 24 * C) / (9 * a ^ 2) := by rw [h3]; ring
      _ ≤ (28 * C ^ 3) / (9 * a ^ 2) :=
          div_le_div_of_nonneg_right (by linarith) (by positivity)
      _ = 7 / (36 * a ^ 2) * (16 * C ^ 3) := by ring
  rw [norm_mul, Complex.norm_I, one_mul, Complex.norm_real, Real.norm_eq_abs, abs_neg,
    abs_mul, abs_mul, abs_of_nonneg (sq_nonneg U), abs_of_nonneg hq0]
  calc U ^ 2 * (|w| * ((T / (w ^ 2 + 9 * a ^ 2) + 3 * C / (w ^ 2 + a ^ 2)) / (16 * C ^ 3)))
      ≤ U ^ 2 * (|w| * (7 / (36 * a ^ 2))) :=
        mul_le_mul_of_nonneg_left (mul_le_mul_of_nonneg_left hq (abs_nonneg w)) (sq_nonneg U)
    _ = 7 * U ^ 2 / (36 * a ^ 2) * |w| := by ring

/-- With a dressed propagator (`a ≠ 0`), the second-order self-energy at any fixed Matsubara
index vanishes in the zero-temperature limit. -/
theorem selfEnergy_dressed_tendsto {a : ℝ} (ha : a ≠ 0) (U : ℝ) (n : ℤ) :
    Tendsto (fun β : ℝ => selfEnergy U a β n) atTop (𝓝 0) := by
  have hw : Tendsto (fun β : ℝ => matsubara β n) atTop (𝓝 0) :=
    tendsto_const_nhds.div_atTop tendsto_id
  have hb := hw.abs.const_mul (7 * U ^ 2 / (36 * a ^ 2))
  rw [abs_zero, mul_zero] at hb
  refine squeeze_zero_norm' ?_ hb
  filter_upwards [eventually_gt_atTop (0 : ℝ)] with β hβ
  exact selfEnergy_dressed_bound hβ ha U n

end

end DressedAtomSelfEnergy
```

```lean
#print axioms DressedAtomSelfEnergy.dyson_selfEnergy
#print axioms DressedAtomSelfEnergy.selfEnergy_bare
#print axioms DressedAtomSelfEnergy.selfEnergy_dressed_tendsto
```

```
'DressedAtomSelfEnergy.dyson_selfEnergy' depends on axioms: [propext, Classical.choice, Quot.sound]
'DressedAtomSelfEnergy.selfEnergy_bare' depends on axioms: [propext, Classical.choice, Quot.sound]
'DressedAtomSelfEnergy.selfEnergy_dressed_tendsto' depends on axioms: [propext, Classical.choice, Quot.sound]
```

## What the theorems say about the atom

`matsubara β n` is the real frequency ωₙ, `propagator a β τ` is G(τ), and `selfEnergy U a β n` is the integral defining Σ(iωₙ). The formula for G is meant for 0 ≤ τ ≤ β, the only range the integrals use. Antiperiodicity is already built into the diagram, with G(β−τ) in place of −G(−τ).

`cubed_transform` and `selfEnergy_eq` hold for every real a and β > 0, and `selfEnergy_bare` is the case a = 0. `dyson_selfEnergy` inverts the transformed propagator. `selfEnergy_dressed_bound` requires a ≠ 0; for a = 0 and U ≠ 0 the self-energy grows in proportion to β at fixed n. `selfEnergy_dressed_tendsto` obtains the limit by squeezing the norm under the bound.

The two-pole propagator and the second-order diagram are definitions here, not consequences of a Hubbard Hamiltonian. There is no bath, no doping and no self-consistency loop, so nothing follows about the converged solution of such a loop.

## The fundamental theorem of calculus in `cosh_transform`

The integral is evaluated by `intervalIntegral.integral_eq_sub_of_hasDerivAt`. It asks for a derivative at each point of the interval and for integrability of that derivative, and returns F(β) − F(0). The local statement `key` supplies the derivative: the product rule produces it, and `linear_combination` with `Complex.I_sq` closes the remaining algebra using i² = −1. `continuous_phase_cosh` supplies integrability. Rewriting with `hphase`, which records exp(iωβ) = −1, then combines the boundary terms.

## Σ as a function of complex frequency

Another model would define Σ for complex z by putting iω = z in the closed form, so that the denominators become 9a² − z² and a² − z². For a ≠ 0 the absence of a pole would then be regularity at z = 0 for each fixed β, with no temperature limit. The continuation would have to be chosen explicitly: inserting a general z into the imaginary-time integral gives a different function, because exp(zβ) is no longer −1. The version in the file stays with the frequencies that a Matsubara code stores.
